# On a circle of distortions, the linear-plus-quadratic vibronic coupling has angular harmonics 1 and −2

The vibronic coupling here is a model function of a complex distortion `z`, namely W = g z + h z̄², with real coefficients g and h. The lemma `circuit_eq` evaluates it at z = r exp(iθ) and states that W = g r exp(iθ) + h r² exp(−2iθ), for all real g, h, r and θ. The integers 1 and −2 are written explicitly in the exponents. The attempt first proves two auxiliary identities, one removing the factor 1 and one turning the squared conjugate of exp(iθ) into exp(−2iθ). It then unfolds the definitions, rewrites with these identities, splits the casts from real to complex numbers, and leaves the remaining algebra to `ring`.

The first attempt, which Lean rejects:

```lean
import Mathlib

open Matrix ComplexConjugate
open scoped Real

namespace CircuitEq

noncomputable section

/-- The vibronic coupling `W = g z + h conj(z)^2`, linear plus quadratic in the distortion `z`. -/
def coupling (g h : ℝ) (z : ℂ) : ℂ := g * z + h * (conj z) ^ 2

/-- The coupling along the circle `z = r exp(i θ)`. -/
def circuit (g h r θ : ℝ) : ℂ := coupling g h (r * Complex.exp (θ * Complex.I))

lemma circuit_eq (g h r θ : ℝ) : circuit g h r θ =
    ((g * r : ℝ) : ℂ) * Complex.exp ((((1 : ℤ) : ℝ) * θ : ℝ) * Complex.I)
      + ((h * r ^ 2 : ℝ) : ℂ) * Complex.exp ((((-2 : ℤ) : ℝ) * θ : ℝ) * Complex.I) := by
  have h1 : Complex.exp ((((1 : ℤ) : ℝ) * θ : ℝ) * Complex.I)
      = Complex.exp (θ * Complex.I) := by
    rw [Int.cast_one, one_mul]
  have h2 : (conj (Complex.exp (θ * Complex.I))) ^ 2
      = Complex.exp ((((-2 : ℤ) : ℝ) * θ : ℝ) * Complex.I) := by
    rw [← Complex.exp_conj, ← Complex.exp_nat_mul, map_mul, Complex.conj_ofReal, Complex.conj_I]
    congr 1
    push_cast
    ring
  rw [circuit, coupling, map_mul, Complex.conj_ofReal, mul_pow, h2, h1, Complex.ofReal_mul,
    Complex.ofReal_mul, Complex.ofReal_pow]
  ring

end

end CircuitEq
```

The error:

```
Main.lean:29:24: error: Tactic `rewrite` failed: Did not find an occurrence of the pattern
  ↑(?r ^ ?n)
in the target expression
  ↑g * (↑r * Complex.exp (↑θ * Complex.I)) + ↑h * (↑r ^ 2 * Complex.exp (↑↑(-2) * ↑θ * Complex.I)) =
    ↑g * ↑r * Complex.exp (↑θ * Complex.I) + ↑(h * r ^ 2) * Complex.exp (↑↑(-2) * ↑θ * Complex.I)

g h r θ : ℝ
h1 : Complex.exp (↑(↑1 * θ) * Complex.I) = Complex.exp (↑θ * Complex.I)
h2 : (starRingEnd ℂ) (Complex.exp (↑θ * Complex.I)) ^ 2 = Complex.exp (↑(↑(-2) * θ) * Complex.I)
⊢ ↑g * (↑r * Complex.exp (↑θ * Complex.I)) + ↑h * (↑r ^ 2 * Complex.exp (↑↑(-2) * ↑θ * Complex.I)) =
    ↑g * ↑r * Complex.exp (↑θ * Complex.I) + ↑(h * r ^ 2) * Complex.exp (↑↑(-2) * ↑θ * Complex.I)
```

Diagnosis. The error says that `Complex.ofReal_pow` found no cast of a power, `↑(?r ^ ?n)`, to rewrite. The goal does contain `↑r ^ 2`, but that is a power of a cast, and the `r ^ 2` on the right is still inside the cast of a product, `↑(h * r ^ 2)`.

That product should have been split by one of the two preceding uses of `Complex.ofReal_mul`. Given without arguments, the lemma matches any cast of a product, and each `rw` step settles on one instance and rewrites all its copies. One of the two steps split `↑(g * r)`, as wanted, but the other went to the exponent, turning `↑(↑(-2) * θ)` into `↑↑(-2) * ↑θ` on both sides. None was left for `↑(h * r ^ 2)`.

The repair names the products: `Complex.ofReal_mul g r` and `Complex.ofReal_mul h (r ^ 2)`. The exponents are now left alone, and the second rewrite exposes `↑(r ^ 2)`, which `Complex.ofReal_pow` turns into `↑r ^ 2`. The unchanged `ring` then closes the goal. The moved line break is only layout.

The repair, with which the file compiles:

```diff
@@ -26,6 +26,6 @@
     push_cast
     ring
-  rw [circuit, coupling, map_mul, Complex.conj_ofReal, mul_pow, h2, h1, Complex.ofReal_mul,
-    Complex.ofReal_mul, Complex.ofReal_pow]
+  rw [circuit, coupling, map_mul, Complex.conj_ofReal, mul_pow, h2, h1,
+    Complex.ofReal_mul g r, Complex.ofReal_mul h (r ^ 2), Complex.ofReal_pow]
   ring
 
```
